# Unique stationary distribution of a single site whose bias changes sign at a positive rate

A single site is either empty or occupied, and its bias is `x` or `-x`; adsorption and desorption have rates exp(b) and exp(-b) at the current bias b, and the bias changes sign at rate `s`, whether or not the site is occupied. The theorem `isStationary_iff` says that for real `x` and `s > 0` a real-valued function `p` on the four states sums to one and balances gain against loss in every state exactly when it is the explicit law `stationaryLaw x s`. Non-negativity of `p` is not assumed. The attempt derives the four values from normalisation and three of the balance equations, and for the converse it substitutes the explicit law and checks normalisation and balance directly.

This version doesn't compile in Lean 4 with Mathlib:

```lean
import Mathlib

open Real

namespace IsStationaryIff

noncomputable section

/-- The bias of the site: `x` in the sign state `true` and `-x` in the sign state `false`. -/
def bias (x : ℝ) : Bool → ℝ
  | true => x
  | false => -x

/-- Transition rates between states (occupied?, sign): adsorption at rate `exp (bias)`,
desorption at rate `exp (-bias)`, and flips of the sign at rate `s`. -/
def rate (x s : ℝ) : Bool × Bool → Bool × Bool → ℝ
  | (false, σ), (true, τ) => if σ = τ then exp (bias x σ) else 0
  | (true, σ), (false, τ) => if σ = τ then exp (-bias x σ) else 0
  | (false, σ), (false, τ) => if σ = τ then 0 else s
  | (true, σ), (true, τ) => if σ = τ then 0 else s

/-- A normalised stationary solution of the master equation: in each state the gain
balances the loss. -/
def IsStationary (x s : ℝ) (p : Bool × Bool → ℝ) : Prop :=
  ∑ i, p i = 1 ∧ ∀ i, ∑ j, (p j * rate x s j i - p i * rate x s i j) = 0

/-- Explicit state probabilities of the switched site, for flip rate `s > 0`. -/
def stationaryLaw (x s : ℝ) : Bool × Bool → ℝ
  | (true, σ) => (exp (bias x σ) + s) / (2 * (exp x + exp (-x) + 2 * s))
  | (false, σ) => (exp (-bias x σ) + s) / (2 * (exp x + exp (-x) + 2 * s))

/-- For a positive flip rate the master equation has exactly one normalised stationary
solution, the explicit law. -/
theorem isStationary_iff {x s : ℝ} (hs : 0 < s) (p : Bool × Bool → ℝ) :
    IsStationary x s p ↔ p = stationaryLaw x s := by
  have hW : exp x + exp (-x) + 2 * s ≠ 0 := by positivity
  have hD : 2 * (exp x + exp (-x) + 2 * s) ≠ 0 := mul_ne_zero two_ne_zero hW
  constructor
  · rintro ⟨hN, hB⟩
    have e1 := hB (true, true)
    have e2 := hB (true, false)
    have e3 := hB (false, true)
    simp only [Fintype.sum_prod_type, Fintype.sum_bool, rate, bias, reduceCtorEq,
      if_true, if_false, neg_neg] at hN e1 e2 e3
    -- the flips make both signs equally likely
    have hU : p (true, true) + p (false, true) = 1 / 2 := by
      apply mul_left_cancel₀ hs.ne'
      linear_combination (-1 / 2) * (e1 + e3) + (s / 2) * hN
    have hV : p (true, false) + p (false, false) = 1 / 2 := by
      linear_combination hN - hU
    -- the summed site balance gives mean coverage one half
    have hO : p (true, true) + p (true, false) = 1 / 2 := by
      have hab : exp x + exp (-x) ≠ 0 := by positivity
      apply mul_left_cancel₀ hab
      linear_combination -e1 - e2 + exp x * hU + exp (-x) * hV
    -- one balance for each sign then fixes the probabilities
    have hu : p (true, true) * (2 * (exp x + exp (-x) + 2 * s)) = exp x + s := by
      linear_combination -2 * e1 + 2 * exp x * hU + 2 * s * hO
    have hv : p (true, false) * (2 * (exp x + exp (-x) + 2 * s)) = exp (-x) + s := by
      linear_combination -2 * e2 + 2 * exp (-x) * hV + 2 * s * hO
    funext i
    rcases i with ⟨_ | _, _ | _⟩ <;> simp only [stationaryLaw, bias, neg_neg] <;>
      rw [eq_div_iff hD]
    · linear_combination (2 * (exp x + exp (-x) + 2 * s)) * hV - hv
    · linear_combination (2 * (exp x + exp (-x) + 2 * s)) * hU - hu
    · exact hv
    · exact hu
  · rintro rfl
    refine ⟨?_, ?_⟩
    · have k := mul_inv_cancel₀ hW
      simp only [Fintype.sum_prod_type, Fintype.sum_bool, stationaryLaw, bias, neg_neg]
      linear_combination k
    · rintro ⟨_ | _, _ | _⟩ <;>
        simp only [Fintype.sum_prod_type, Fintype.sum_bool, rate, stationaryLaw, bias,
          reduceCtorEq, if_true, if_false, neg_neg] <;> ring

end

end IsStationaryIff
```

Lean reports:

```
Main.lean:72:6: error: ring failed, ring expressions not equal
x s : ℝ
hs : 0 < s
hW : rexp x + rexp (-x) + 2 * s ≠ 0
hD : 2 * (rexp x + rexp (-x) + 2 * s) ≠ 0
k : (rexp x + rexp (-x) + 2 * s) * (rexp x + rexp (-x) + 2 * s)⁻¹ = 1
⊢ rexp x * (rexp x * 2 + s * 4 + rexp (-x) * 2)⁻¹ * 2 - rexp x * (rexp x + s * 2 + rexp (-x))⁻¹ +
            s * (rexp x * 2 + s * 4 + rexp (-x) * 2)⁻¹ * 4 -
          s * (rexp x + s * 2 + rexp (-x))⁻¹ * 2 +
        rexp (-x) * (rexp x * 2 + s * 4 + rexp (-x) * 2)⁻¹ * 2 -
      rexp (-x) * (rexp x + s * 2 + rexp (-x))⁻¹ =
    0
```

Diagnosis. The error is in the normalisation check of the converse. Write W for `exp x + exp (-x) + 2 * s`. Each of the four probabilities has denominator 2W, and their numerators add up to 2W, so the sum is 1 because 2W is non-zero. The fact `k` given to `linear_combination` was instead W · W⁻¹ = 1, obtained from `hW`.

On paper the two facts are equivalent, but `ring`, which does the final check, does not relate the two inverses. It multiplies out 2W to a sum of three terms and treats the inverse of that sum as an atom, without taking out the common factor 2. The inverse of 2W and the inverse of W are then unrelated atoms, and the remaining goal in the message contains both, with nothing to cancel them.

With `hD` in place of `hW`, `k` says 2W · (2W)⁻¹ = 1. Its inverse is the one that occurs in the probabilities, so the terms cancel and `linear_combination k` closes the goal.

As a diff, the version that Lean accepts:

```diff
@@ -68,5 +68,5 @@
   · rintro rfl
     refine ⟨?_, ?_⟩
-    · have k := mul_inv_cancel₀ hW
+    · have k := mul_inv_cancel₀ hD
       simp only [Fintype.sum_prod_type, Fintype.sum_bool, stationaryLaw, bias, neg_neg]
       linear_combination k
```
